# A continuous, non-convex free energy on a closed interval has a common tangent

A common tangent is defined here by where the line lies, not by its slope. It must stay on or below the free-energy curve on the whole composition interval, touch it at two compositions, and lie strictly below it between them. The definition mentions no derivative, so it also covers curves with kinks and lines that touch the curve at an end of the interval. The slope condition is then derived at contacts inside the interval where the curve is differentiable.

## Coexisting compositions

Let $f(x)$ be the molar Gibbs free energy of a binary system at fixed temperature and pressure, with $x$ the mole fraction of one component, restricted to an interval $[a,b]$. A system of overall composition $z$ can stay homogeneous, with free energy $f(z)$, or separate into phases of compositions $x_a<z<x_b$. By the lever rule, and with interfacial and elastic energy neglected, the separated system has the free energy given by the chord from $(x_a,f(x_a))$ to $(x_b,f(x_b))$ at $z$. If that chord is a common tangent, separation lowers the free energy for every $z$ between $x_a$ and $x_b$.

At interior contacts where $f$ is differentiable, the common slope is the difference of the two components' chemical potentials, equal in both phases.

For a binary model with one continuous free-energy curve over the whole composition range, the result means that any loss of convexity at a given temperature and pressure gives a range of overall compositions in which separation into two phases has the lowest free energy.

## What is claimed

Suppose $f$ is continuous on $[a,b]$ and not convex there. Then there are real numbers $m,c$ and compositions $a\le x_a<x_b\le b$ such that the line $L(x)=mx+c$ satisfies

- $L\le f$ on $[a,b]$,
- $L(x_a)=f(x_a)$ and $L(x_b)=f(x_b)$,
- $L<f$ on the open interval $(x_a,x_b)$.

If $x_a>a$ and $f$ has derivative $s$ at $x_a$, then $s=m$; likewise at $x_b$ if $x_b<b$.

In Lean, `IsCommonTangent f a b m c xa xb` bundles the conditions on the line and its contacts. The free energy is a function `f : ℝ → ℝ`, but only its values on `Icc a b`, the closed interval, enter these conditions. The hypotheses of `exists_commonTangent` are `ContinuousOn f (Icc a b)` and `¬ ConvexOn ℝ (Icc a b) f`. The inequality $a<b$ need not be assumed, because every function is convex on an empty or one-point interval. `HasDerivAt f s xa` says that $f$ has the two-sided derivative $s$ at $x_a$.

The theorem treats a single composition variable and says nothing about how many common tangents a curve has. The examples below use intervals such as $[-1,1]$ to keep the formulas short. Their $x$ is therefore not a mole fraction, and they are mathematical illustrations, not models of real mixtures.

## Balancing two minima

Non-convexity gives points $x<y$ in $[a,b]$ and a weight $0<t<1$ for which $z=(1-t)x+ty$ lies under a point of the curve above the chord:
$$(y-z)f(x)+(z-x)f(y)<(y-x)f(z).$$

For each slope $m$, define
$$P(m)=\min_{[a,z]}\,(f(u)-mu),\qquad Q(m)=\min_{[z,b]}\,(f(v)-mv).$$
Both minima are attained, since $f$ is continuous and the intervals are compact. They are also continuous in $m$. On an interval $[p,q]$, let $u_n$ be a minimiser for slope $n$. Writing $P$ for the minimum on this interval,
$$P(m)\le f(u_n)-mu_n=P(n)+(n-m)u_n\le P(n)+(|p|+|q|)\,|m-n|.$$
Exchanging $m$ and $n$ gives a Lipschitz bound.

Now return to $[a,z]$ and $[z,b]$. For slope $-k$ with $k\ge0$, we have $P(-k)\le f(a)+ka$ and $Q(-k)\ge Q(0)+kz$, so
$$P(-k)-Q(-k)\le f(a)-Q(0)-k(z-a).$$
This is at most zero for $k=|f(a)-Q(0)|/(z-a)$. For slope $k$, we have $Q(k)\le f(b)-kb$ and $P(k)\ge P(0)-kz$, so
$$P(k)-Q(k)\ge P(0)-f(b)+k(b-z),$$
which is at least zero for $k=|f(b)-P(0)|/(b-z)$. By the intermediate value theorem, some $m$ gives $P(m)=Q(m)$. Call this common value $c$.

The line $L(x)=mx+c$ lies on or below $f$ throughout $[a,b]$ and touches it in both $[a,z]$ and $[z,b]$. It does not touch at $z$, because
$$(y-x)L(z)=(y-z)L(x)+(z-x)L(y)\le(y-z)f(x)+(z-x)f(y)<(y-x)f(z).$$
The contact sets in the two closed intervals are compact and non-empty. Let $x_a$ be the last contact before $z$ and $x_b$ the first after it. No contact lies between them, so $L<f$ there.

At an interior contact, $f(x)-mx$ has a local minimum. If $f'=s$ there, then $s-m=0$.

## Uniqueness around a given composition

Suppose $L$ and $L'$ are common tangents whose contact intervals both contain $z$ in their interiors. The difference $D=L-L'$ is affine. It is non-negative at $x_a,x_b$, where $L=f\ge L'$, and non-positive at $x_a',x_b'$. Hence $D=0$ on the overlap of the two intervals, which has positive length, and the lines coincide. If their contact points differed, one tangent would have a contact inside the open interval where the other is strictly below $f$.

Conversely, a common tangent rules out convexity: at the midpoint of $x_a$ and $x_b$, the curve lies strictly above its own chord.

## A jump that removes the tangent

Continuity matters. On $[-1,1]$, let $f(x)=|x|$ for $x\ne0$ and $f(0)=1$. This function is not convex, since $f(0)$ exceeds the average of $f(-1/2)$ and $f(1/2)$.

Any line below $f$ has height at most $0$ at $x=0$, by taking limits, so it cannot touch there. Two contacts on opposite sides of zero would give the line a positive height at zero. Two contacts on the same side would make it coincide with $f$ between them. No common tangent exists.

## Defining the tangent by equal slopes

Another definition would require
$$f'(x_a)=f'(x_b)=\frac{f(x_b)-f(x_a)}{x_b-x_a}.$$
This expresses equality of chemical potentials directly, but it needs differentiability and does not by itself keep the line below the curve elsewhere. Existence would also fail: for $f(x)=-x^2$ on $[-1,1]$, no two distinct points have equal derivatives. Under the definition used here, the horizontal line through the two endpoints is a common tangent.

## The Lean file

```lean
import Mathlib

open Set

namespace CommonTangentExistence

/-- The line `m x + c` lies below the free energy `f` on `[a, b]`, touches it at the two
compositions `xa < xb`, and is strictly below it between them. -/
structure IsCommonTangent (f : ℝ → ℝ) (a b m c xa xb : ℝ) : Prop where
  left_mem : a ≤ xa
  lt : xa < xb
  right_mem : xb ≤ b
  below : ∀ x ∈ Icc a b, m * x + c ≤ f x
  touch_left : f xa = m * xa + c
  touch_right : f xb = m * xb + c
  above : ∀ x ∈ Ioo xa xb, m * x + c < f x

/-- For `f` continuous on a non-empty interval `[p, q]`, the minimum of `f x - m x` over that
interval is attained for every slope `m` and depends continuously on `m`. -/
theorem exists_continuous_minimum {f : ℝ → ℝ} {p q : ℝ} (hpq : p ≤ q)
    (hf : ContinuousOn f (Icc p q)) :
    ∃ P : ℝ → ℝ, Continuous P ∧ ∀ m, (∃ u ∈ Icc p q, P m = f u - m * u) ∧
      ∀ x ∈ Icc p q, P m ≤ f x - m * x := by
  have h : ∀ m : ℝ, ∃ u ∈ Icc p q, ∀ x ∈ Icc p q, f u - m * u ≤ f x - m * x := by
    intro m
    have hc : ContinuousOn (fun x => f x - m * x) (Icc p q) := hf.sub (by fun_prop)
    obtain ⟨u, hu, hmin⟩ := isCompact_Icc.exists_isMinOn (nonempty_Icc.2 hpq) hc
    exact ⟨u, hu, fun x hx => hmin hx⟩
  choose u hu hmin using h
  refine ⟨fun m => f (u m) - m * u m, ?_, fun m => ⟨⟨u m, hu m, rfl⟩, hmin m⟩⟩
  -- the minimum is Lipschitz in the slope, since compositions are bounded
  have hL : LipschitzWith (Real.toNNReal (|p| + |q|)) (fun m => f (u m) - m * u m) := by
    apply LipschitzWith.of_le_add_mul
    intro m n
    rw [Real.coe_toNNReal _ (by positivity), Real.dist_eq]
    have h1 := hmin m (u n) (hu n)
    have h2 : |u n| ≤ |p| + |q| :=
      abs_le.2 ⟨by linarith [neg_abs_le p, abs_nonneg q, (hu n).1],
        by linarith [le_abs_self q, abs_nonneg p, (hu n).2]⟩
    have h3 : (n - m) * u n ≤ (|p| + |q|) * |m - n| := by
      calc (n - m) * u n ≤ |(n - m) * u n| := le_abs_self _
        _ = |u n| * |m - n| := by rw [abs_mul, abs_sub_comm, mul_comm]
        _ ≤ (|p| + |q|) * |m - n| := by gcongr
    linarith
  exact hL.continuous

/-- If a free energy continuous on `[a, b]` lies above one of its chords at composition `z`, then
`z` lies strictly between the contact points of a common tangent. -/
theorem exists_commonTangent_around {f : ℝ → ℝ} {a b x y z : ℝ}
    (hf : ContinuousOn f (Icc a b)) (hx : x ∈ Icc a b) (hy : y ∈ Icc a b)
    (hxz : x < z) (hzy : z < y)
    (hchord : (y - z) * f x + (z - x) * f y < (y - x) * f z) :
    ∃ m c xa xb, IsCommonTangent f a b m c xa xb ∧ z ∈ Ioo xa xb := by
  have haz : a < z := lt_of_le_of_lt hx.1 hxz
  have hzb : z < b := lt_of_lt_of_le hzy hy.2
  obtain ⟨P, hPc, hP⟩ := exists_continuous_minimum haz.le
    (hf.mono (Icc_subset_Icc le_rfl hzb.le))
  obtain ⟨Q, hQc, hQ⟩ := exists_continuous_minimum hzb.le
    (hf.mono (Icc_subset_Icc haz.le le_rfl))
  -- a steep negative slope favours the left side, a steep positive one the right side
  have hlow : ∃ m, P m - Q m ≤ 0 := by
    obtain ⟨k, hk0, hke⟩ : ∃ k : ℝ, 0 ≤ k ∧ k * (z - a) = |f a - Q 0| :=
      ⟨|f a - Q 0| / (z - a), div_nonneg (abs_nonneg _) (by linarith),
        div_mul_cancel₀ _ (sub_pos.2 haz).ne'⟩
    obtain ⟨v, hv, hQv⟩ := (hQ (-k)).1
    have h1 := (hP (-k)).2 a ⟨le_rfl, haz.le⟩
    have h2 := (hQ 0).2 v hv
    have h3 := mul_le_mul_of_nonneg_left hv.1 hk0
    have h4 := le_abs_self (f a - Q 0)
    exact ⟨-k, by linarith⟩
  have hhigh : ∃ m, 0 ≤ P m - Q m := by
    obtain ⟨k, hk0, hke⟩ : ∃ k : ℝ, 0 ≤ k ∧ k * (b - z) = |f b - P 0| :=
      ⟨|f b - P 0| / (b - z), div_nonneg (abs_nonneg _) (by linarith),
        div_mul_cancel₀ _ (sub_pos.2 hzb).ne'⟩
    obtain ⟨u, hu, hPu⟩ := (hP k).1
    have h1 := (hQ k).2 b ⟨hzb.le, le_rfl⟩
    have h2 := (hP 0).2 u hu
    have h3 := mul_le_mul_of_nonneg_left hu.2 hk0
    have h4 := le_abs_self (f b - P 0)
    exact ⟨k, by linarith⟩
  have hD : Continuous (fun m => P m - Q m) := hPc.sub hQc
  obtain ⟨m, hm⟩ := mem_range_of_exists_le_of_exists_ge hD hlow hhigh
  have hPQ : P m = Q m := sub_eq_zero.1 hm
  have below : ∀ t ∈ Icc a b, m * t + P m ≤ f t := by
    intro t ht
    rcases le_total t z with h | h
    · linarith [(hP m).2 t ⟨ht.1, h⟩]
    · linarith [(hQ m).2 t ⟨h, ht.2⟩]
  -- the supporting line cannot touch at z
  have hz : m * z + P m < f z := by
    have h1 := mul_le_mul_of_nonneg_left (below x hx) (sub_pos.2 hzy).le
    have h2 := mul_le_mul_of_nonneg_left (below y hy) (sub_pos.2 hxz).le
    have h3 : (y - x) * (m * z + P m) < (y - x) * f z := by linarith
    exact lt_of_mul_lt_mul_left h3 (by linarith)
  have hcomp : ∀ p q, a ≤ p → q ≤ b →
      IsCompact (Icc p q ∩ (fun t => f t - m * t) ⁻¹' {P m}) := by
    intro p q hp hq
    refine isCompact_Icc.of_isClosed_subset (ContinuousOn.preimage_isClosed_of_isClosed
      ?_ isClosed_Icc isClosed_singleton) inter_subset_left
    exact (hf.mono (Icc_subset_Icc hp hq)).sub (by fun_prop)
  obtain ⟨u, hu, hPu⟩ := (hP m).1
  obtain ⟨v, hv, hQv⟩ := (hQ m).1
  -- last contact before z and first contact after z
  obtain ⟨xa, ⟨hxa, hta⟩, hga⟩ :=
    (hcomp a z le_rfl hzb.le).exists_isGreatest ⟨u, hu, hPu.symm⟩
  obtain ⟨xb, ⟨hxb, htb⟩, hgb⟩ :=
    (hcomp z b haz.le le_rfl).exists_isLeast ⟨v, hv, (hPQ.trans hQv).symm⟩
  have hta' : f xa - m * xa = P m := hta
  have htb' : f xb - m * xb = P m := htb
  have h1 : xa < z := lt_of_le_of_ne hxa.2 (fun h => by rw [h] at hta'; linarith)
  have h2 : z < xb := lt_of_le_of_ne hxb.1 (fun h => by rw [← h] at htb'; linarith)
  refine ⟨m, P m, xa, xb, ⟨hxa.1, h1.trans h2, hxb.2, below, by linarith, by linarith,
    fun t ht => ?_⟩, h1, h2⟩
  have hta2 : a ≤ t := hxa.1.trans ht.1.le
  have htb2 : t ≤ b := ht.2.le.trans hxb.2
  refine lt_of_le_of_ne (below t ⟨hta2, htb2⟩) (fun h => ?_)
  have he : f t - m * t = P m := by linarith
  rcases le_total t z with h' | h'
  · have : t ≤ xa := hga ⟨⟨hta2, h'⟩, he⟩
    linarith [ht.1]
  · have : xb ≤ t := hgb ⟨⟨h', htb2⟩, he⟩
    linarith [ht.2]

/-- A line below the free energy that touches it at an interior composition has the slope
of the free energy there, if that derivative exists. -/
theorem slope_eq_of_touch {f : ℝ → ℝ} {a b m c x s : ℝ} (hx : x ∈ Ioo a b)
    (below : ∀ y ∈ Icc a b, m * y + c ≤ f y) (touch : f x = m * x + c)
    (hs : HasDerivAt f s x) : s = m := by
  have hev : ∀ᶠ y in nhds x, f x - m * x ≤ f y - m * y := by
    filter_upwards [Icc_mem_nhds hx.1 hx.2] with y hy
    linarith [below y hy]
  have hmin : IsLocalMin (fun y => f y - m * y) x := hev
  have hd : HasDerivAt (fun y => f y - m * y) (s - m * 1) x :=
    hs.fun_sub ((hasDerivAt_id' x).const_mul m)
  linarith [hmin.hasDerivAt_eq_zero hd]

/-- A continuous, non-convex free energy on `[a, b]` has a common tangent, whose slope is the
derivative of the free energy at `xa` if `a < xa`, and at `xb` if `xb < b`, whenever that derivative
exists. -/
theorem exists_commonTangent {f : ℝ → ℝ} {a b : ℝ} (hf : ContinuousOn f (Icc a b))
    (hnc : ¬ ConvexOn ℝ (Icc a b) f) :
    ∃ m c xa xb, IsCommonTangent f a b m c xa xb ∧
      (∀ s, a < xa → HasDerivAt f s xa → s = m) ∧
      (∀ s, xb < b → HasDerivAt f s xb → s = m) := by
  by_contra hno
  apply hnc
  refine LinearOrder.convexOn_of_lt (convex_Icc a b) ?_
  intro x hx y hy hxy s t hs ht hst
  by_contra hlt
  simp only [smul_eq_mul, not_le] at hlt
  -- a violation of convexity is a point of the curve above a chord
  obtain rfl : s = 1 - t := by linarith
  have hd : 0 < y - x := sub_pos.2 hxy
  have h1 := mul_pos ht hd
  have h2 := mul_pos hs hd
  have h3 := mul_lt_mul_of_pos_left hlt hd
  obtain ⟨m, c, xa, xb, h, -⟩ := exists_commonTangent_around
    (z := (1 - t) * x + t * y) hf hx hy (by linarith) (by linarith) (by linarith)
  exact hno ⟨m, c, xa, xb, h,
    fun _ ha hs => slope_eq_of_touch ⟨ha, h.lt.trans_le h.right_mem⟩ h.below h.touch_left hs,
    fun _ hb hs => slope_eq_of_touch ⟨h.left_mem.trans_lt h.lt, hb⟩ h.below h.touch_right hs⟩

/-- Conversely, a free energy with a common tangent is not convex. -/
theorem not_convex_of_commonTangent {f : ℝ → ℝ} {a b m c xa xb : ℝ}
    (h : IsCommonTangent f a b m c xa xb) : ¬ ConvexOn ℝ (Icc a b) f := by
  intro hc
  have hlt := h.lt
  have hxa : xa ∈ Icc a b := ⟨h.left_mem, hlt.le.trans h.right_mem⟩
  have hxb : xb ∈ Icc a b := ⟨h.left_mem.trans hlt.le, h.right_mem⟩
  have h1 := hc.2 hxa hxb (by norm_num : (0 : ℝ) ≤ 1 / 2)
    (by norm_num : (0 : ℝ) ≤ 1 / 2) (by norm_num)
  simp only [smul_eq_mul] at h1
  have h2 := h.above (1 / 2 * xa + 1 / 2 * xb) ⟨by linarith, by linarith⟩
  linarith [h.touch_left, h.touch_right]

/-- Two common tangents whose contact points enclose the same composition `z` are the same
line with the same contact points. -/
theorem commonTangent_unique {f : ℝ → ℝ} {a b m c xa xb m' c' xa' xb' z : ℝ}
    (h : IsCommonTangent f a b m c xa xb) (h' : IsCommonTangent f a b m' c' xa' xb')
    (hz : z ∈ Ioo xa xb) (hz' : z ∈ Ioo xa' xb') :
    m = m' ∧ c = c' ∧ xa = xa' ∧ xb = xb' := by
  obtain ⟨z1, z2⟩ := hz
  obtain ⟨z3, z4⟩ := hz'
  have e1 := h'.below xa ⟨h.left_mem, h.lt.le.trans h.right_mem⟩
  have e2 := h'.below xb ⟨h.left_mem.trans h.lt.le, h.right_mem⟩
  have e3 := h.below xa' ⟨h'.left_mem, h'.lt.le.trans h'.right_mem⟩
  have e4 := h.below xb' ⟨h'.left_mem.trans h'.lt.le, h'.right_mem⟩
  have t1 := h.touch_left
  have t2 := h.touch_right
  have t3 := h'.touch_left
  have t4 := h'.touch_right
  -- each line lies below the other at the other's contact points
  have hm : m = m' := by
    rcases lt_trichotomy m m' with hlt | heq | hgt
    · have := mul_pos (sub_pos.2 hlt) (sub_pos.2 (z3.trans z2))
      linarith
    · exact heq
    · have := mul_pos (sub_pos.2 hgt) (sub_pos.2 (z1.trans z4))
      linarith
  subst hm
  have hc : c = c' := by linarith
  subst hc
  refine ⟨rfl, rfl, le_antisymm ?_ ?_, le_antisymm ?_ ?_⟩
  · by_contra hn
    linarith [h'.above xa ⟨not_le.1 hn, z1.trans z4⟩]
  · by_contra hn
    linarith [h.above xa' ⟨not_le.1 hn, z3.trans z2⟩]
  · by_contra hn
    linarith [h.above xb' ⟨z1.trans z4, not_le.1 hn⟩]
  · by_contra hn
    linarith [h'.above xb ⟨z3.trans z2, not_le.1 hn⟩]

/-- The double well `(x² - 1)²` on `[-2, 2]` has the horizontal axis as a common tangent,
with contact points `-1` and `1`. -/
theorem doubleWell_witness :
    IsCommonTangent (fun x => (x ^ 2 - 1) ^ 2) (-2) 2 0 0 (-1) 1 := by
  refine ⟨by norm_num, by norm_num, by norm_num, fun x _ => ?_, by norm_num, by norm_num,
    fun x hx => ?_⟩
  · have := sq_nonneg (x ^ 2 - 1)
    linarith
  · have h1 : 0 < 1 - x ^ 2 := by nlinarith [hx.1, hx.2]
    have h2 := pow_pos h1 2
    linarith

end CommonTangentExistence
```

```lean
#print axioms CommonTangentExistence.exists_commonTangent
#print axioms CommonTangentExistence.not_convex_of_commonTangent
#print axioms CommonTangentExistence.commonTangent_unique
```

```
'CommonTangentExistence.exists_commonTangent' depends on axioms: [propext, Classical.choice, Quot.sound]
'CommonTangentExistence.not_convex_of_commonTangent' depends on axioms: [propext, Classical.choice, Quot.sound]
'CommonTangentExistence.commonTangent_unique' depends on axioms: [propext, Classical.choice, Quot.sound]
```

## How the proof follows the derivation

`exists_continuous_minimum` supplies $P$ and $Q$. Compactness gives a minimiser for each slope, `choose` turns these into a function `u`, and `LipschitzWith.of_le_add_mul` needs only the one-sided estimate derived above.

`exists_commonTangent_around` contains the main argument. The facts `hlow` and `hhigh` are the two sign estimates, and `mem_range_of_exists_le_of_exists_ge` is the intermediate value step. The fact `hz` excludes contact at $z$. Then `hcomp` proves the contact sets compact, so that `exists_isGreatest` and `exists_isLeast` can select $x_a$ and $x_b$. Products such as $k(v-z)\ge0$ enter through explicit multiplication lemmas, after which `linarith` combines the inequalities.

`slope_eq_of_touch` applies the vanishing-derivative condition at a local minimum. `exists_commonTangent` argues by contradiction: if no suitable tangent existed, $f$ would be convex. `LinearOrder.convexOn_of_lt` reduces convexity to pairs $x<y$ with positive weights, and a violation for such a pair is the chord condition for the preceding theorem.

`not_convex_of_commonTangent` uses the midpoint argument. `commonTangent_unique` compares the slopes by cases: $m<m'$ is contradicted at $x_a'$ and $x_b$, and $m>m'$ at $x_a$ and $x_b'$. Equal intercepts and contact points follow.

`doubleWell_witness` checks the definition on $(x^2-1)^2$ over $[-2,2]$. The horizontal axis touches this curve at $-1$ and $1$, and the square is strictly positive between them.
